# Shifting the last site energy of an open nearest-neighbour chain of n sites by d changes the first-site moment of order 2n − 1 by d times the product of the squared hoppings

Let $H$ be a real symmetric tridiagonal matrix of size $n\ge 1$, with rows and columns numbered from $0$ to $n-1$, diagonal entries $a_0,\dots,a_{n-1}$ and off-diagonal entries $b_0,\dots,b_{n-2}$. Let $H'$ be the same matrix with a real number $d$ added to its last diagonal entry. Then

$$(H'^{\,2n-1})_{00}=(H^{2n-1})_{00}+d\prod_{k=0}^{n-2}b_k^2 ,$$

and the $(0,0)$ entries of all lower powers of $H$ and $H'$ agree. For $n=1$ the product is empty and equal to $1$, and the formula says that $a_0$ becomes $a_0+d$. For $n=2$ one finds $(H^3)_{00}=a_0^3+2a_0b_0^2+a_1b_0^2$, and replacing $a_1$ by $a_1+d$ adds $d\,b_0^2$.

Physically, $H$ is the one-particle Hamiltonian of an open chain in an orthonormal site basis, and $(H^k)_{00}$ is the $k$-th moment of the local density of states on the first site. For such a finite, non-interacting chain with all hoppings nonzero, the result says that the moment of order $2n-1$ is the first one to depend on the last site energy.

```lean
import Mathlib

open Matrix

namespace MomentLocality
```

## The chain and its shifted copy

The number of sites is written $n=m+1$, so that $m$ is the number of bonds and every $m\ge 0$ gives a chain with at least one site. The matrix elements are

$$H_{ii}=a_i,\qquad H_{i,i+1}=H_{i+1,i}=b_i,\qquad H_{ij}=0\ \text{ for } |i-j|>1 .$$

In Lean a site is an element of `Fin (m + 1)`, and `i.val` is its number. The energies and hoppings are functions `a b : ℕ → ℝ` on all natural numbers, of which the matrix uses only $a_0,\dots,a_m$ and $b_0,\dots,b_{m-1}$. The hopping `b k` belongs to the bond between sites $k$ and $k+1$.

```lean
/-- Hamiltonian of an open chain of `m + 1` sites with site energies `a k` and real
nearest-neighbour hoppings `b k` between sites `k` and `k + 1`. -/
def chain (m : ℕ) (a b : ℕ → ℝ) : Matrix (Fin (m + 1)) (Fin (m + 1)) ℝ :=
  Matrix.of fun i j =>
    if i.val = j.val then a i.val
    else if i.val + 1 = j.val then b i.val
    else if j.val + 1 = i.val then b j.val
    else 0
```

The perturbation may sit on any site $p$. With $E_{pp}$ for the matrix that has a $1$ at position $(p,p)$ and zeros elsewhere, the shifted Hamiltonian is

$$H'=H+d\,E_{pp}.$$

The matrix `Matrix.single p p d` is $d\,E_{pp}$. Nothing is assumed about the size or sign of $d$, and the hoppings may be zero or negative.

```lean
/-- The same chain with the energy of site `p` raised by `d`. -/
def shifted (m : ℕ) (a b : ℕ → ℝ) (p : Fin (m + 1)) (d : ℝ) :
    Matrix (Fin (m + 1)) (Fin (m + 1)) ℝ :=
  chain m a b + Matrix.single p p d
```

The model has real hoppings, nearest neighbours only, one orbital per site and no overlap between orbitals. Changes in the hoppings, and moments beyond the first one that responds, are not treated.

The moments could also have been modelled spectrally, as $\sum_\nu |\langle 0|\nu\rangle|^2E_\nu^k$ with orthonormal eigenvectors $|\nu\rangle$ and eigenvalues $E_\nu$ of $H$. The theorems would then speak directly of a density of states, at the price of an extra step through the spectral theorem to reach the matrix power. With the moment defined as a matrix entry, as it is here, no diagonalisation is needed.

The symmetry $H^{\mathsf T}=H$ is visible from the matrix elements. The Lean proof goes through the cases of the definition for $(i,j)$ and $(j,i)$: those that contradict each other are removed by `omega`, and the others agree.

```lean
variable {m : ℕ} (a b : ℕ → ℝ)

/-- The chain Hamiltonian is symmetric. -/
theorem chain_transpose : (chain m a b)ᵀ = chain m a b := by
  ext i j
  simp only [Matrix.transpose_apply, chain, Matrix.of_apply]
  split_ifs <;> first
    | rfl
    | omega
    | exact congrArg a (by omega)
```

## How far k hops can reach

Start with a particle on site $0$ and apply $H$ repeatedly. Each application moves it by at most one site, so

$$(H^k)_{i0}=0\quad\text{for } i>k .$$

The proof is by induction on $k$. For $k=0$ the matrix is the identity, and its entry $(i,0)$ vanishes for $i>0$. For the step, take $i>k+1$ and write

$$(H^{k+1})_{i0}=\sum_j H_{ij}\,(H^k)_{j0}.$$

If $j>k$, the second factor vanishes by the induction hypothesis. If $j\le k$, then $i-j\ge 2$ and $H_{ij}=0$. Every term is therefore zero. The code makes the same division with `by_cases hj : k < j.val`. The name `light_cone` refers to the number of applications of $H$ and not to time. The evolution operator $e^{-iHt/\hbar}$ contains all powers of $H$, so the theorem does not give a sharp front in time.

```lean
/-- Light cone: `k` applications of the Hamiltonian to the first site do not reach
any site beyond `k`. -/
theorem light_cone (k : ℕ) :
    ∀ i : Fin (m + 1), k < i.val → (chain m a b ^ k) i 0 = 0 := by
  induction k with
  | zero =>
    intro i h
    rw [pow_zero]
    exact Matrix.one_apply_ne (by rintro rfl; simp at h)
  | succ k ih =>
    intro i h
    rw [pow_succ', Matrix.mul_apply]
    refine Finset.sum_eq_zero fun j _ => ?_
    by_cases hj : k < j.val
    · rw [ih j hj, mul_zero]
    · -- site `j` is too far from `i` for a single hop
      have h0 : chain m a b i j = 0 := by
        simp only [chain, Matrix.of_apply]
        rw [if_neg (by omega), if_neg (by omega), if_neg (by omega)]
      rw [h0, zero_mul]
```

The proof turns on the lemma `pow_succ'`, which writes $A^{k+1}$ as $A\,A^k$, with the new factor on the left. After `Matrix.mul_apply` has expanded the product, the earlier power appears only through its entries $(j,0)$, which lie in the column that the induction already describes. The companion lemma `pow_succ` puts the new factor on the right, and the sum would then contain $(H^k)_{ij}$ for general $j$, about which the induction hypothesis says nothing. For the same reason the site $i$ is quantified inside the statement being proved by induction: the hypothesis has to be available at every intermediate site $j$, and not just at the final one.

At the front itself, $i=k$, there is only one way to arrive in $k$ hops, namely straight ahead:

$$(H^k)_{k0}=\prod_{l=0}^{k-1}b_l=:B_k,\qquad B_0=1 .$$

This again follows by induction. In the sum for $(H^{k+1})_{k+1,0}$, the terms with $j>k$ vanish by `light_cone`, and those with $j<k$ vanish because $H_{k+1,j}=0$. What remains is the term $j=k$, which equals $H_{k+1,k}(H^k)_{k0}=b_kB_k=B_{k+1}$. The lemma `Finset.sum_eq_single` reduces the sum to that term and asks for a proof that the others are zero.

```lean
/-- The amplitude at the front of the light cone is the product of the hoppings
crossed on the way. -/
theorem front_amplitude (k : ℕ) :
    ∀ i : Fin (m + 1), i.val = k →
      (chain m a b ^ k) i 0 = ∏ l ∈ Finset.range k, b l := by
  induction k with
  | zero =>
    intro i h
    have hi : i = 0 := Fin.ext (by simpa using h)
    subst hi
    simp
  | succ k ih =>
    intro i h
    have hk : k < m + 1 := by have := i.isLt; omega
    rw [pow_succ', Matrix.mul_apply, Finset.sum_eq_single (⟨k, hk⟩ : Fin (m + 1))]
    · -- the only contributing path makes its last hop from `k` to `k + 1`
      have h1 : chain m a b i ⟨k, hk⟩ = b k := by
        simp only [chain, Matrix.of_apply]
        rw [if_neg (by omega), if_neg (by omega), if_pos (by omega)]
      rw [h1, ih ⟨k, hk⟩ rfl, Finset.prod_range_succ, mul_comm]
    · intro j _ hj
      have hne : j.val ≠ k := fun e => hj (Fin.ext e)
      by_cases hlt : k < j.val
      · rw [light_cone a b k j hlt, mul_zero]
      · have h0 : chain m a b i j = 0 := by
          simp only [chain, Matrix.of_apply]
          rw [if_neg (by omega), if_neg (by omega), if_neg (by omega)]
        rw [h0, zero_mul]
    · intro hn
      exact absurd (Finset.mem_univ _) hn
```

## The shift stays unseen on the way out

Rows will be needed as well as columns. If $A^{\mathsf T}=A$, then $(A^k)^{\mathsf T}=(A^{\mathsf T})^k=A^k$, so that $(A^k)_{ij}=(A^k)_{ji}$.

```lean
/-- Powers of a symmetric matrix are symmetric, entry by entry. -/
private theorem pow_entry_symm {A : Matrix (Fin (m + 1)) (Fin (m + 1)) ℝ}
    (h : Aᵀ = A) (k : ℕ) (i j : Fin (m + 1)) : (A ^ k) i j = (A ^ k) j i := by
  have hk : (A ^ k)ᵀ = A ^ k := by rw [Matrix.transpose_pow, h]
  exact (congrFun (congrFun hk i) j).symm
```

The first column of the power cannot depend on the energy of site $p$ until site $p$ has been reached and $H'$ has acted once more:

$$(H'^{\,k})_{i0}=(H^k)_{i0}\quad\text{for all } i\text{ and } k\le p .$$

For $k=0$ both sides are entries of the identity. Suppose that the claim holds for $k$ and that $k+1\le p$. Then

$$(H'^{\,k+1})_{i0}=\sum_j H'_{ij}(H'^{\,k})_{j0}=\sum_j H'_{ij}(H^k)_{j0}.$$

For $j\ne p$ we have $H'_{ij}=H_{ij}$. For $j=p$ the two matrices may differ, but the difference is multiplied by $(H^k)_{p0}$, which is zero because $p>k$. The sum is therefore $(H^{k+1})_{i0}$. The Lean proof compares the two sums term by term and calls `light_cone` for the term at $p$.

```lean
variable (p : Fin (m + 1)) (d : ℝ)

/-- A state started on the first site is unaffected by the energy shift at site `p`
during the first `p` applications of the Hamiltonian. -/
theorem column_unchanged (k : ℕ) (hk : k ≤ p.val) :
    ∀ i, (shifted m a b p d ^ k) i 0 = (chain m a b ^ k) i 0 := by
  induction k with
  | zero => intro i; simp
  | succ k ih =>
    intro i
    rw [pow_succ' (shifted m a b p d) k, pow_succ' (chain m a b) k,
      Matrix.mul_apply, Matrix.mul_apply]
    refine Finset.sum_congr rfl fun j _ => ?_
    rw [ih (by omega) j]
    by_cases hj : j = p
    · -- the shifted site has not been reached yet
      rw [light_cone a b k j (by rw [hj]; omega), mul_zero, mul_zero]
    · have h : shifted m a b p d i j = chain m a b i j := by
        simp [shifted, Matrix.add_apply, Ne.symm hj]
      rw [h]
```

Both $H$ and $H'$ are symmetric, so the same holds for the first row: $(H'^{\,k})_{0i}=(H^k)_{0i}$ for $k\le p$.

```lean
private theorem row_unchanged (k : ℕ) (hk : k ≤ p.val) (i : Fin (m + 1)) :
    (shifted m a b p d ^ k) 0 i = (chain m a b ^ k) 0 i := by
  have hs : (shifted m a b p d)ᵀ = shifted m a b p d := by
    rw [shifted, Matrix.transpose_add, chain_transpose, Matrix.transpose_single]
  rw [pow_entry_symm hs, pow_entry_symm (chain_transpose a b),
    column_unchanged a b p d k hk]
```

## Moments up to order 2p are unchanged

A moment describes closed walks from site $0$ back to site $0$, and such a walk can be cut in the middle. Given $k\le 2p$, write $k=r+s$ with $r=\lfloor k/2\rfloor$ and $s=k-r$, so that both are at most $p$. Then

$$(H'^{\,k})_{00}=\sum_j (H'^{\,r})_{0j}(H'^{\,s})_{j0}=\sum_j (H^r)_{0j}(H^s)_{j0}=(H^k)_{00}.$$

The cut doubles the range: the column alone is known to be unchanged up to order $p$, while the moment is unchanged up to order $2p$. In the code `pow_add` makes the cut, and the results on rows and columns replace the two factors.

```lean
/-- Moment locality: shifting the energy of site `p` leaves all first-site moments
up to order `2 p` unchanged. -/
theorem moment_unchanged (k : ℕ) (hk : k ≤ 2 * p.val) :
    (shifted m a b p d ^ k) 0 0 = (chain m a b ^ k) 0 0 := by
  obtain ⟨r, s, rfl, hr, hs⟩ : ∃ r s, k = r + s ∧ r ≤ p.val ∧ s ≤ p.val :=
    ⟨k / 2, k - k / 2, by omega, by omega, by omega⟩
  rw [pow_add (shifted m a b p d) r s, pow_add (chain m a b) r s,
    Matrix.mul_apply, Matrix.mul_apply]
  refine Finset.sum_congr rfl fun j _ => ?_
  rw [row_unchanged a b p d r hr, column_unchanged a b p d s hs]
```

In words, `moment_unchanged` says that for any chain, any site $p$ and any shift $d$, the first-site moments of orders $0$ to $2p$ are the same before and after the shift. A calculation on this finite, non-interacting chain that uses only those moments gives the same answer for every value of the energy at site $p$.

## The first response, at order 2p + 1

One more application of $H'$ after the front has arrived at $p$ brings in the shift. Since $(H'^{\,p})_{j0}=(H^p)_{j0}$ for all $j$,

$$(H'^{\,p+1})_{i0}=\sum_j\bigl(H_{ij}+d\,\delta_{ip}\delta_{jp}\bigr)(H^p)_{j0}=(H^{p+1})_{i0}+\delta_{ip}\,d\,B_p ,$$

where $\delta$ is the Kronecker symbol. The column changes at site $p$ only, and the change there is $d$ times the front amplitude. In Lean the factor $\delta_{ip}$ becomes an `if i = p then … else 0`. The proof separates the contributions of $H$ and $d\,E_{pp}$, and then reduces the second sum to its term at $j=p$.

```lean
/-- After `p + 1` applications of the Hamiltonian the shift enters at site `p` only,
as `d` times the front amplitude. -/
theorem column_first_change (i : Fin (m + 1)) :
    (shifted m a b p d ^ (p.val + 1)) i 0 = (chain m a b ^ (p.val + 1)) i 0 +
      if i = p then d * ∏ l ∈ Finset.range p.val, b l else 0 := by
  rw [pow_succ' (shifted m a b p d) p.val, pow_succ' (chain m a b) p.val,
    Matrix.mul_apply, Matrix.mul_apply]
  simp only [column_unchanged a b p d p.val le_rfl]
  simp only [shifted, Matrix.add_apply, add_mul, Finset.sum_add_distrib]
  congr 1
  rw [Finset.sum_eq_single p]
  · rw [front_amplitude a b p.val p rfl]
    by_cases h : i = p
    · subst h
      simp
    · simp [h, Ne.symm h]
  · intro j _ hj
    simp [Ne.symm hj]
  · intro hn
    exact absurd (Finset.mem_univ _) hn
```

For the moment, cut the power unevenly, with $2p+1=p+(p+1)$. The row of order $p$ is unchanged, and the column of order $p+1$ has just been computed:

$$\begin{aligned}
(H'^{\,2p+1})_{00}&=\sum_i (H'^{\,p})_{0i}\,(H'^{\,p+1})_{i0}\\
&=\sum_i (H^p)_{0i}\,\bigl[(H^{p+1})_{i0}+\delta_{ip}\,d\,B_p\bigr]\\
&=(H^{2p+1})_{00}+d\,B_p\,(H^p)_{0p}.
\end{aligned}$$

By symmetry $(H^p)_{0p}=(H^p)_{p0}=B_p$, and the change is

$$d\,B_p^2=d\prod_{l=0}^{p-1}b_l^2 .$$

The squares have a simple reading: the walk crosses each bond between $0$ and $p$ once on the way out and once on the way back, and it feels the shift once in between. The change is linear in $d$ without any expansion in small $d$, because a closed walk of $2p+1$ steps has time for only one stay at site $p$.

In the code, `simp only` inserts the row and column results and evaluates the sum over the `if`. The symmetry lemma and `front_amplitude` then supply the second factor $B_p$, and `ring` collects the product.

```lean
/-- Raising the energy of site `p` by `d` changes the first-site moment of order
`2 p + 1` by `d` times the product of the squared hoppings between the first site and `p`. -/
theorem moment_first_change :
    (shifted m a b p d ^ (2 * p.val + 1)) 0 0 =
      (chain m a b ^ (2 * p.val + 1)) 0 0 +
        d * ∏ l ∈ Finset.range p.val, b l ^ 2 := by
  have e : 2 * p.val + 1 = p.val + (p.val + 1) := by omega
  rw [e, pow_add (shifted m a b p d) p.val (p.val + 1),
    pow_add (chain m a b) p.val (p.val + 1), Matrix.mul_apply, Matrix.mul_apply]
  -- walk out to `p`, feel the shift once, and walk back
  simp only [row_unchanged a b p d p.val le_rfl, column_first_change, mul_add,
    Finset.sum_add_distrib, mul_ite, mul_zero, Finset.sum_ite_eq', Finset.mem_univ,
    if_true]
  rw [pow_entry_symm (chain_transpose a b) p.val 0 p,
    front_amplitude a b p.val p rfl, Finset.prod_pow]
  ring
```

## The far end of the chain

The last site has number $p=m=n-1$, written `Fin.last m` in Lean, and the order $2p+1$ becomes $2n-1$. The product over `Finset.range m` runs over $b_0,\dots,b_{m-1}$, which are all the hoppings of the chain. This gives the formula stated at the start, and `moment_unchanged` for the same site covers the orders up to $2n-2$.

```lean
/-- For a chain of `n = m + 1` sites, adding `d` to the last site energy changes the
first-site moment of order `2 n - 1` by `d` times the product of all squared hoppings. -/
theorem last_site_moment_change :
    (shifted m a b (Fin.last m) d ^ (2 * (m + 1) - 1)) 0 0 =
      (chain m a b ^ (2 * (m + 1) - 1)) 0 0 + d * ∏ l ∈ Finset.range m, b l ^ 2 := by
  have e : 2 * (m + 1) - 1 = 2 * m + 1 := by omega
  rw [e]
  exact moment_first_change a b (Fin.last m) d
```

The formula also settles when this moment fails to register the shift. The two moments are equal if and only if

$$d\prod_{l=0}^{m-1}b_l^2=0,$$

and a product of real numbers vanishes only if one of its factors does. Hence either $d=0$, or some $b_l$ with $l<m$ is zero and the chain is cut at that bond. If all hoppings are nonzero, any nonzero shift of the last site energy shows up at order $2n-1$ and at no lower order. The Lean proof rewrites the equality with the preceding theorem, cancels the common moment and applies the rules for a vanishing product.

```lean
/-- The moment of order `2 n - 1` misses a shift `d` of the last site energy exactly
when `d` is zero or some hopping of the chain vanishes. -/
theorem last_site_invisible_iff :
    (shifted m a b (Fin.last m) d ^ (2 * (m + 1) - 1)) 0 0 =
      (chain m a b ^ (2 * (m + 1) - 1)) 0 0 ↔ d = 0 ∨ ∃ l < m, b l = 0 := by
  rw [last_site_moment_change, add_eq_left, mul_eq_zero, Finset.prod_eq_zero_iff]
  simp

end MomentLocality
```

```lean
#print axioms MomentLocality.moment_unchanged
-- 'MomentLocality.moment_unchanged' depends on axioms: [propext, Classical.choice, Quot.sound]
#print axioms MomentLocality.last_site_moment_change
-- 'MomentLocality.last_site_moment_change' depends on axioms: [propext, Classical.choice, Quot.sound]
#print axioms MomentLocality.last_site_invisible_iff
-- 'MomentLocality.last_site_invisible_iff' depends on axioms: [propext, Classical.choice, Quot.sound]
```
